# A Sternheimer solution with its known eigenstates taken out is at most the source norm divided by the gap to the remaining states

## Does a nearly degenerate state still spoil the remainder?

In a linear-response calculation I take the eigenstates that the diagonaliser has already given me, write their contribution to the first-order orbital as an explicit sum, and leave the rest to the iterative solver. One of these known states lies only 0.01 eV above the orbital I am perturbing; all the unknown ones are at least 2 eV above it. The full first-order orbital can be huge because of the close state, and so can the explicit sum, which has the same small denominator. The remainder is the difference of two huge vectors. Why should its size be set by the 2 eV and not by the 0.01 eV?

## The small denominator cancels exactly, and only the larger gap is left

Because the explicit sum is exactly the component of the solution along the known states, up to sign. What remains is orthogonal to all of them and never meets the small denominator.

Let \(H\) be Hermitian, with \(H\psi=E\psi\) and \(\|\psi\|=1\). Let \(\varphi_m\) be finitely many orthonormal eigenvectors, \(H\varphi_m=\varepsilon_m\varphi_m\), with \(\varepsilon_m\neq E\). The source is a vector \(b\); in perturbation theory \(b=H'\psi\), where \(H'\) is the perturbation. With \(Qb=b-\psi\langle\psi,b\rangle\), the first-order orbital \(u\), often written \(\psi^{(1)}\), satisfies

\[
(H-E)u=-Qb,\qquad \langle\psi,u\rangle=0 .
\]

**Orthogonality.** Letting \(H\) act to the left and to the right gives \(\varepsilon_m\langle\varphi_m,\psi\rangle=\langle H\varphi_m,\psi\rangle=\langle\varphi_m,H\psi\rangle=E\langle\varphi_m,\psi\rangle\). Since \(\varepsilon_m\ne E\), \(\langle\varphi_m,\psi\rangle=0\).

**Known components.** Project the equation for \(u\) on \(\varphi_m\). The \(\psi\) term of \(Qb\) drops out, so

\[
(\varepsilon_m-E)\langle\varphi_m,u\rangle=-\langle\varphi_m,b\rangle .
\]

Define

\[
s=\sum_m\varphi_m\frac{\langle\varphi_m,b\rangle}{\varepsilon_m-E},\qquad w=u+s .
\]

Then \(\langle\varphi_m,w\rangle=0\) for every \(m\), and \(\langle\psi,w\rangle=0\) because both \(u\) and \(s\) are orthogonal to \(\psi\). The plus sign in \(w\) is a subtraction in effect: the known part of \(u\) is \(-s\).

**The equation for the remainder.** Applying \(H-E\) to \(s\) cancels each denominator, so \((H-E)s=\sum_m\varphi_m\langle\varphi_m,b\rangle\). Hence

\[
(H-E)w=-d,\qquad d=b-\psi\langle\psi,b\rangle-\sum_m\varphi_m\langle\varphi_m,b\rangle .
\]

The source \(d\) has no component along \(\psi\) or any \(\varphi_m\), so no small denominator enters \(w\). A solver can work on this equation directly, keeping its iterates orthogonal to \(\psi\) and all \(\varphi_m\), and set \(u=w-s\) afterwards, which avoids subtracting two large vectors numerically. The iterates have to be kept orthogonal because \(H-E\) itself still has the small eigenvalue \(\varepsilon_m-E\), which would amplify rounding errors along a close state.

**The source does not grow.** The vector \(d\) is orthogonal to the removed part \(b-d\), so \(\|b\|^2=\|d\|^2+\|b-d\|^2\) and \(\|d\|\le\|b\|\).

**The gap.** Suppose that \(\langle v,(H-E)v\rangle\ge G\|v\|^2\), with \(G>0\), for every \(v\) orthogonal to \(\psi\) and all \(\varphi_m\). Physically, every state not yet listed lies at least \(G\) above \(E\); in your case \(G\) is 2 eV. Take \(v=w\) and use Cauchy-Schwarz:

\[
G\|w\|^2\le\langle w,(H-E)w\rangle\le\|w\|\,\|d\|\le\|w\|\,\|b\| .
\]

If \(w\neq0\), divide by \(G\|w\|\); if \(w=0\), there is nothing to show. Either way \(\|w\|\le\|b\|/G\).

For orbital response in electronic structure, this bounds the part left to the solver for a fixed source \(b\) and a fixed \(H\); in a self-consistent cycle it applies to each iteration's \(b\) separately.

### What the Lean statement assumes

The main theorem is `norm_remainder_le`. Its `V` is the space of states, not a potential. It is any complex inner product space, of finite dimension or not, and `H` is a linear map defined on all of it. A Hamiltonian matrix in a finite orthonormal basis fits this directly; an unbounded operator given only on a domain inside a Hilbert space does not.

`KnownStates H ψ E φ ε` collects the data: `symm` says that `H` is Hermitian, `norm_ψ` and `orthonormal` fix the normalisation, `eig_ψ` and `eig_φ` are the eigenvalue equations, and `sep` says that each `ε m` differs from `E`. The index `m` runs over a finite type `ι`, which may be empty; then \(w=u\). Orthogonality of `ψ` to the `φ m` is derived.

The vectors \(Qb\), \(d\) and \(s\) are `projOut ψ b`, `deflate ψ φ b` and `knownPart E φ ε b`. Here \(Q\) removes only `ψ`, whereas many response codes project out all occupied orbitals; other occupied orbitals can enter among the `φ m` if their energies differ from `E`. The level `E` itself must be non-degenerate: another state at the same energy, orthogonal to `ψ`, cannot be listed, and if left unlisted it violates the gap condition. The inner product is linear in its second argument. Energies are real numbers read as complex ones where they multiply vectors, and the gap condition `hgap` takes the real part `.re` of an expectation value that is already real for Hermitian `H`.

The solution `u` is given through `hψu` and `hu`; its existence is assumed, and so is the gap. The step left to you in a real calculation is from exact eigenvectors to the diagonaliser's approximate ones, for which the cancellation holds only approximately.

```lean
import Mathlib

open scoped InnerProductSpace

namespace SternheimerDeflation

noncomputable section

variable {V ι : Type*} [NormedAddCommGroup V] [InnerProductSpace ℂ V] [Fintype ι]

/-- The known part of the spectrum of a Hermitian `H`: a unit eigenvector `ψ` of energy `E`, and a
family of orthonormal eigenvectors `φ m` whose energies `ε m` differ from `E`. -/
structure KnownStates (H : V →ₗ[ℂ] V) (ψ : V) (E : ℝ) (φ : ι → V) (ε : ι → ℝ) : Prop where
  symm : H.IsSymmetric
  norm_ψ : ‖ψ‖ = 1
  eig_ψ : H ψ = (E : ℂ) • ψ
  orthonormal : Orthonormal ℂ φ
  eig_φ : ∀ m, H (φ m) = (ε m : ℂ) • φ m
  sep : ∀ m, ε m ≠ E

/-- The vector `Q b = b - ψ ⟨ψ, b⟩`. -/
def projOut (ψ b : V) : V := b - ⟪ψ, b⟫_ℂ • ψ

/-- The vector `Q b - ∑ φ m ⟨φ m, b⟩`. -/
def deflate (ψ : V) (φ : ι → V) (b : V) : V := projOut ψ b - ∑ m, ⟪φ m, b⟫_ℂ • φ m

/-- The explicit sum `∑ φ m ⟨φ m, b⟩ / (ε m - E)` over the known states, meant for
energies `ε m` different from `E`. -/
def knownPart (E : ℝ) (φ : ι → V) (ε : ι → ℝ) (b : V) : V :=
  ∑ m, (⟪φ m, b⟫_ℂ / ((ε m : ℂ) - (E : ℂ))) • φ m

variable {H : V →ₗ[ℂ] V} {ψ : V} {E : ℝ} {φ : ι → V} {ε : ι → ℝ} {u b : V} {G : ℝ}

/-- Eigenvectors of a Hermitian operator with different energies are orthogonal. -/
theorem inner_eq_zero_of_energy_ne {x y : V} {a c : ℝ} (hH : H.IsSymmetric)
    (hx : H x = (a : ℂ) • x) (hy : H y = (c : ℂ) • y) (hac : c ≠ a) : ⟪x, y⟫_ℂ = 0 := by
  have h := hH x y
  rw [hx, hy, inner_smul_left, inner_smul_right, Complex.conj_ofReal] at h
  have hne : (c : ℂ) - (a : ℂ) ≠ 0 := sub_ne_zero.mpr (by exact_mod_cast hac)
  apply mul_left_cancel₀ hne
  linear_combination -h

omit [Fintype ι] in
/-- The component of a Sternheimer solution `u` along a known state `φ m` is
`-⟨φ m, b⟩ / (ε m - E)`. -/
theorem known_component (S : KnownStates H ψ E φ ε)
    (hu : H u - (E : ℂ) • u = -projOut ψ b) (m : ι) :
    ⟪φ m, u⟫_ℂ = -(⟪φ m, b⟫_ℂ / ((ε m : ℂ) - (E : ℂ))) := by
  have ho : ⟪φ m, ψ⟫_ℂ = 0 :=
    inner_eq_zero_of_energy_ne S.symm (S.eig_φ m) S.eig_ψ (S.sep m).symm
  have hne : (ε m : ℂ) - (E : ℂ) ≠ 0 := sub_ne_zero.mpr (by exact_mod_cast S.sep m)
  -- project the equation on `φ m` and let `H` act to the left
  have h := congrArg (fun x => ⟪φ m, x⟫_ℂ) hu
  simp only [projOut, inner_sub_right, inner_neg_right, inner_smul_right, ho, mul_zero,
    sub_zero] at h
  rw [← S.symm (φ m) u, S.eig_φ, inner_smul_left, Complex.conj_ofReal] at h
  rw [← neg_div, eq_div_iff hne]
  linear_combination h

/-- If `u` is orthogonal to `ψ` and solves the Sternheimer equation, then `u` plus the explicit
sum is orthogonal to `ψ` and to every known state. -/
theorem remainder_orthogonal (S : KnownStates H ψ E φ ε) (hψu : ⟪ψ, u⟫_ℂ = 0)
    (hu : H u - (E : ℂ) • u = -projOut ψ b) :
    ⟪ψ, u + knownPart E φ ε b⟫_ℂ = 0 ∧ ∀ m, ⟪φ m, u + knownPart E φ ε b⟫_ℂ = 0 := by
  have ho : ∀ m, ⟪ψ, φ m⟫_ℂ = 0 := fun m =>
    inner_eq_zero_of_energy_ne S.symm S.eig_ψ (S.eig_φ m) (S.sep m)
  constructor
  · simp [knownPart, hψu, ho]
  · intro m
    rw [inner_add_right, known_component S hu m, knownPart,
      S.orthonormal.inner_right_fintype
        (fun m => ⟪φ m, b⟫_ℂ / ((ε m : ℂ) - (E : ℂ))) m]
    ring

/-- A vector `u` solves the Sternheimer equation exactly when `u` plus the explicit sum solves
the equation whose right-hand side is deflated by the known states. -/
theorem sternheimer_iff_deflated (S : KnownStates H ψ E φ ε) (u b : V) :
    H u - (E : ℂ) • u = -projOut ψ b ↔
      H (u + knownPart E φ ε b) - (E : ℂ) • (u + knownPart E φ ε b) = -deflate ψ φ b := by
  -- on the explicit sum, `H - E` cancels the denominators
  have hs : H (knownPart E φ ε b) - (E : ℂ) • knownPart E φ ε b
      = ∑ m, ⟪φ m, b⟫_ℂ • φ m := by
    rw [knownPart, map_sum, Finset.smul_sum, ← Finset.sum_sub_distrib]
    refine Finset.sum_congr rfl fun m _ => ?_
    have hne : (ε m : ℂ) - (E : ℂ) ≠ 0 := sub_ne_zero.mpr (by exact_mod_cast S.sep m)
    rw [map_smul, S.eig_φ, smul_smul, smul_smul, ← sub_smul, mul_comm (E : ℂ), ← mul_sub,
      div_mul_cancel₀ _ hne]
  rw [map_add, deflate]
  constructor
  · intro h
    linear_combination (norm := module) h + hs
  · intro h
    linear_combination (norm := module) h - hs

/-- Removing `ψ` and the known states from `b` does not increase its norm. -/
theorem norm_deflate_le (S : KnownStates H ψ E φ ε) (b : V) : ‖deflate ψ φ b‖ ≤ ‖b‖ := by
  have ho : ∀ m, ⟪ψ, φ m⟫_ℂ = 0 := fun m =>
    inner_eq_zero_of_energy_ne S.symm S.eig_ψ (S.eig_φ m) (S.sep m)
  have h1 : ⟪deflate ψ φ b, ψ⟫_ℂ = 0 := by
    rw [inner_eq_zero_symm]
    simp [deflate, projOut, inner_sub_right, inner_smul_right, inner_sum, ho,
      inner_self_eq_norm_sq_to_K, S.norm_ψ]
  have h2 : ∀ m, ⟪deflate ψ φ b, φ m⟫_ℂ = 0 := by
    intro m
    rw [inner_eq_zero_symm, deflate, projOut, inner_sub_right, inner_sub_right,
      inner_smul_right, inner_eq_zero_symm.mp (ho m),
      S.orthonormal.inner_right_fintype (fun m => ⟪φ m, b⟫_ℂ) m]
    ring
  -- Pythagoras for the deflated vector and the removed part
  have hb : deflate ψ φ b + (⟪ψ, b⟫_ℂ • ψ + ∑ m, ⟪φ m, b⟫_ℂ • φ m) = b := by
    simp only [deflate, projOut]
    abel
  have h3 : ⟪deflate ψ φ b, ⟪ψ, b⟫_ℂ • ψ + ∑ m, ⟪φ m, b⟫_ℂ • φ m⟫_ℂ = 0 := by
    simp [h1, h2]
  have hp := norm_add_sq_eq_norm_sq_add_norm_sq_of_inner_eq_zero _ _ h3
  rw [hb] at hp
  refine (mul_self_le_mul_self_iff (norm_nonneg _) (norm_nonneg _)).mpr ?_
  rw [hp]
  exact le_add_of_nonneg_right (mul_self_nonneg _)

/-- If `‖(H - E) v‖ ≥ G ‖v‖` with `G > 0` for all `v` orthogonal to `ψ` and the known states,
then a Sternheimer solution `u` orthogonal to `ψ`, plus the explicit sum, has norm at most
`‖b‖ / G`. -/
theorem norm_remainder_le_of_norm_gap (S : KnownStates H ψ E φ ε) (hG : 0 < G)
    (hgap : ∀ v, ⟪ψ, v⟫_ℂ = 0 → (∀ m, ⟪φ m, v⟫_ℂ = 0) → G * ‖v‖ ≤ ‖H v - (E : ℂ) • v‖)
    (hψu : ⟪ψ, u⟫_ℂ = 0) (hu : H u - (E : ℂ) • u = -projOut ψ b) :
    ‖u + knownPart E φ ε b‖ ≤ ‖b‖ / G := by
  obtain ⟨h1, h2⟩ := remainder_orthogonal S hψu hu
  have h := hgap _ h1 h2
  rw [(sternheimer_iff_deflated S u b).mp hu, norm_neg] at h
  rw [le_div_iff₀ hG, mul_comm]
  exact h.trans (norm_deflate_le S b)

/-- Deflated Sternheimer bound: if `⟨v, (H - E) v⟩ ≥ G ‖v‖²` with `G > 0` for all `v` orthogonal
to `ψ` and the known states, then a Sternheimer solution `u` orthogonal to `ψ`, plus the explicit
sum, has norm at most `‖b‖ / G`. -/
theorem norm_remainder_le (S : KnownStates H ψ E φ ε) (hG : 0 < G)
    (hgap : ∀ v, ⟪ψ, v⟫_ℂ = 0 → (∀ m, ⟪φ m, v⟫_ℂ = 0) →
      G * ‖v‖ ^ 2 ≤ (⟪v, H v - (E : ℂ) • v⟫_ℂ).re)
    (hψu : ⟪ψ, u⟫_ℂ = 0) (hu : H u - (E : ℂ) • u = -projOut ψ b) :
    ‖u + knownPart E φ ε b‖ ≤ ‖b‖ / G := by
  refine norm_remainder_le_of_norm_gap S hG (fun v h1 h2 => ?_) hψu hu
  rcases eq_or_ne v 0 with rfl | hv
  · simp
  -- Cauchy-Schwarz, then divide by `‖v‖`
  have h := (hgap v h1 h2).trans ((Complex.re_le_norm _).trans (norm_inner_le_norm _ _))
  refine le_of_mul_le_mul_left ?_ (norm_pos_iff.mpr hv)
  calc ‖v‖ * (G * ‖v‖) = G * ‖v‖ ^ 2 := by ring
    _ ≤ _ := h

/-- Let `H` be Hermitian with `H ψ = E ψ`. If `b` is an eigenvector of `H` of energy `E + G`,
`G > 0`, orthogonal to all `φ m`, then `-b / G` is orthogonal to `ψ`, solves the Sternheimer
equation, and with the explicit sum added has norm exactly `‖b‖ / G`. -/
theorem bound_attained (hH : H.IsSymmetric) (hψ : H ψ = (E : ℂ) • ψ) (hG : 0 < G)
    (hb : H b = ((E + G : ℝ) : ℂ) • b) (hφ : ∀ m, ⟪φ m, b⟫_ℂ = 0) :
    ⟪ψ, -((G : ℂ)⁻¹ • b)⟫_ℂ = 0 ∧
    H (-((G : ℂ)⁻¹ • b)) - (E : ℂ) • (-((G : ℂ)⁻¹ • b)) = -projOut ψ b ∧
    ‖-((G : ℂ)⁻¹ • b) + knownPart E φ ε b‖ = ‖b‖ / G := by
  have ho : ⟪ψ, b⟫_ℂ = 0 := inner_eq_zero_of_energy_ne hH hψ hb (by linarith)
  have hG' : (G : ℂ) ≠ 0 := by exact_mod_cast hG.ne'
  refine ⟨by rw [inner_neg_right, inner_smul_right, ho, mul_zero, neg_zero], ?_, ?_⟩
  · have h := inv_smul_smul₀ hG' b
    rw [map_neg, map_smul, hb, projOut, ho, zero_smul, sub_zero, Complex.ofReal_add]
    linear_combination (norm := module) (-1 : ℂ) • h
  · have hk : knownPart E φ ε b = 0 := by simp [knownPart, hφ]
    rw [hk, add_zero, norm_neg, norm_smul, norm_inv, Complex.norm_real,
      Real.norm_of_nonneg hG.le, inv_mul_eq_div]

/-- The three-level Hamiltonian `diag(0, 1, 3)`. -/
def threeLevel : EuclideanSpace ℂ (Fin 3) →ₗ[ℂ] EuclideanSpace ℂ (Fin 3) where
  toFun v := !₂[0, v 1, 3 * v 2]
  map_add' x y := by
    ext i
    fin_cases i <;> simp
    ring
  map_smul' c x := by ext i; fin_cases i <;> simp <;> ring

/-- For `diag(0, 1, 3)` with `ψ = e₀`, one known state `e₁`, `b = (1, 1, 1)` and
`u = (0, -1, -1/3)`, all hypotheses of the deflated bound hold with `G = 3`. -/
theorem norm_remainder_le_witness :
    KnownStates threeLevel (EuclideanSpace.single 0 1) 0
      (fun _ : Unit => EuclideanSpace.single 1 1) (fun _ => 1) ∧
    (∀ v, ⟪EuclideanSpace.single (0 : Fin 3) (1 : ℂ), v⟫_ℂ = 0 →
      (∀ _ : Unit, ⟪EuclideanSpace.single (1 : Fin 3) (1 : ℂ), v⟫_ℂ = 0) →
      3 * ‖v‖ ^ 2 ≤ (⟪v, threeLevel v - ((0 : ℝ) : ℂ) • v⟫_ℂ).re) ∧
    ⟪EuclideanSpace.single (0 : Fin 3) (1 : ℂ), !₂[0, -1, -1 / 3]⟫_ℂ = 0 ∧
    threeLevel !₂[0, -1, -1 / 3] - ((0 : ℝ) : ℂ) • !₂[0, -1, -1 / 3]
      = -projOut (EuclideanSpace.single 0 1) !₂[1, 1, 1] := by
  refine ⟨⟨?_, by simp, ?_, ?_, ?_, by simp⟩, ?_, ?_, ?_⟩
  · intro x y
    have h3 : (starRingEnd ℂ) 3 = 3 := Complex.conj_eq_iff_im.mpr (by simp)
    simp [threeLevel, PiLp.inner_apply, Fin.sum_univ_three]
    linear_combination (y.ofLp 2 * (starRingEnd ℂ) (x.ofLp 2)) * h3
  · ext i
    fin_cases i <;> simp [threeLevel]
  · exact ⟨fun _ => by simp, fun i j h => absurd (Subsingleton.elim i j) h⟩
  · intro _
    ext i
    fin_cases i <;> simp [threeLevel]
  · intro v h0 h1
    have h0' : v 0 = 0 := by simpa [EuclideanSpace.inner_single_left] using h0
    have h1' : v 1 = 0 := by simpa [EuclideanSpace.inner_single_left] using h1 ()
    -- on the remaining level the Hamiltonian is multiplication by 3
    have hv : threeLevel v - ((0 : ℝ) : ℂ) • v = (3 : ℂ) • v := by
      ext i
      fin_cases i <;> simp [threeLevel, h0', h1']
    have h2 : (⟪v, v⟫_ℂ).re = ‖v‖ ^ 2 := inner_self_eq_norm_sq (𝕜 := ℂ) v
    rw [hv, inner_smul_right, Complex.mul_re, h2]
    simp
  · simp [EuclideanSpace.inner_single_left]
  · ext i
    fin_cases i <;> simp [threeLevel, projOut, EuclideanSpace.inner_single_left] <;> norm_num

end

end SternheimerDeflation
```

```lean
#print axioms SternheimerDeflation.norm_remainder_le_of_norm_gap
#print axioms SternheimerDeflation.norm_remainder_le
#print axioms SternheimerDeflation.bound_attained
```

```
'SternheimerDeflation.norm_remainder_le_of_norm_gap' depends on axioms: [propext, Classical.choice, Quot.sound]
'SternheimerDeflation.norm_remainder_le' depends on axioms: [propext, Classical.choice, Quot.sound]
'SternheimerDeflation.bound_attained' depends on axioms: [propext, Classical.choice, Quot.sound]
```

### From the projected equation to the bound

`inner_eq_zero_of_energy_ne` is the orthogonality argument: it writes out symmetry for two eigenvectors and cancels the nonzero energy difference. `known_component` takes the inner product of the Sternheimer equation with `φ m` through `congrArg`, moves `H` to the left with `S.symm`, and divides by `ε m - E`.

`remainder_orthogonal` combines these. Orthonormality picks one coefficient out of the explicit sum, and `ring` cancels it against the component of `u`.

`sternheimer_iff_deflated` first proves, as `hs`, that \(H-E\) removes the denominators from \(s\). Adding `hs` to the original equation gives the deflated one, and subtracting it leads back, so the two equations are equivalent. The backward direction is what justifies solving for \(w\) first.

`norm_deflate_le` shows that \(d\) is orthogonal to `ψ` and to each `φ m`, hence to the removed part, and then applies Pythagoras.

`norm_remainder_le_of_norm_gap` puts these results together under a weaker condition, \(\|(H-E)v\|\ge G\|v\|\) on the same vectors \(v\). This version also admits unlisted states below \(E\), as long as they are at least \(G\) away, so it suits an orbital in the interior of the spectrum. The main theorem follows by deriving this condition from the quadratic-form gap: the case \(v=0\) is handled separately, and otherwise Cauchy-Schwarz is followed by division by \(\|v\|\).

`bound_attained` treats a source with \(Hb=(E+G)b\) that is orthogonal to all `φ m`. The explicit sum is then zero, \(u=-b/G\) solves the equation, and the remainder has norm exactly \(\|b\|/G\). So when the lowest unlisted state sits at \(E+G\), the constant in the bound is the best possible.

`norm_remainder_le_witness` checks all the hypotheses for the Hamiltonian `threeLevel`, which is \(\mathrm{diag}(0,1,3)\), with the level at 0 perturbed, the level at 1 known, and \(G=3\). The code uses the unnormalised source \(b=(1,1,1)\) and \(u=(0,-1,-1/3)\). The explicit sum is \((0,1,0)\), so \(w=(0,0,-1/3)\). For the normalised source \(b/\sqrt3\), the remainder has norm \(1/(3\sqrt3)\approx0.19\), below the bound \(1/3\), while the full solution has norm \(\sqrt{10}/(3\sqrt3)\approx0.61\).
